# Dudarev self-consistency at fixed H and U > 0: the energy never rises and the occupation changes die out

In a DFT+U calculation one diagonalises the effective Hamiltonian, fills the lowest orbitals, computes the occupation matrix of the correlated shell and feeds it back into the Hubbard potential. Suppose the cycle is stopped once the occupation matrix changes by less than a chosen threshold. Does such a cycle, run without mixing, ever reach the threshold, and can it raise the energy on the way? If the rest of the one-electron Hamiltonian is held fixed, $U>0$ and the run starts from a determinant, it reaches every positive threshold and never raises the energy.

## The energy lies below its tangent

Let $H$ be a Hermitian matrix in $d$ orthonormal spin orbitals, and let $Q$ be the orthogonal projector on the correlated shell. A determinant of $N$ electrons is described by its density matrix $\rho$, with $\rho^\dagger=\rho=\rho^2$ and $\mathrm{Tr}\,\rho=N$. With $n_\rho=Q\rho Q$, the Dudarev energy and its effective Hamiltonian are

$$E(\rho)=\mathrm{Tr}(H\rho)+\tfrac U2\mathrm{Tr}(n_\rho-n_\rho^2),\qquad F(\rho)=H+U\,Q(\tfrac12-n_\rho)Q .$$

The number $U$ stands for the effective on-site repulsion, often written $U-J$. When positive, it penalises eigenvalues of $n_\rho$ strictly between 0 and 1.

Take a second density matrix $\sigma$ and put $\delta=n_\sigma-n_\rho=Q(\sigma-\rho)Q$. Since $n_\sigma^2=n_\rho^2+n_\rho\delta+\delta n_\rho+\delta^2$ and the two cross terms have equal trace,

$$\tfrac U2\mathrm{Tr}(n_\sigma-n_\sigma^2)=\tfrac U2\mathrm{Tr}(n_\rho-n_\rho^2)+U\,\mathrm{Tr}\big((\tfrac12-n_\rho)\delta\big)-\tfrac U2\mathrm{Tr}\,\delta^2 .$$

By cyclicity, $\mathrm{Tr}((\tfrac12-n_\rho)\delta)=\mathrm{Tr}(Q(\tfrac12-n_\rho)Q(\sigma-\rho))$. Adding $\mathrm{Tr}(H\sigma)=\mathrm{Tr}(H\rho)+\mathrm{Tr}(H(\sigma-\rho))$ gives the exact expansion

$$E(\sigma)=E(\rho)+\mathrm{Tr}\big(F(\rho)(\sigma-\rho)\big)-\tfrac U2\mathrm{Tr}\,\delta^2 .$$

If $\sigma$ minimises $\mathrm{Tr}(F(\rho)\tau)$ over all $N$-electron determinants $\tau$, then $\rho$ is one of its competitors, so the linear term is at most zero. Hence $E(\sigma)\le E(\rho)-\frac U2\mathrm{Tr}\,\delta^2$. As $\delta$ is Hermitian, $\mathrm{Tr}\,\delta^2=\sum_{ij}|\delta_{ij}|^2\ge0$, and for $U>0$ the energy cannot rise.

## A floor under the energy

The penalty is nonnegative. With $A=(1-Q)\rho Q$ and $\rho^2=\rho$,

$$n_\rho-n_\rho^2=Q\rho Q-Q\rho Q\rho Q=Q\rho(1-Q)\rho Q=A^\dagger A .$$

For the remaining term, expand two nonnegative traces, with energies as pure numbers in a fixed unit:

$$0\le\mathrm{Tr}(H+\rho)^2=\mathrm{Tr}H^2+2\,\mathrm{Tr}(H\rho)+\mathrm{Tr}\rho,\qquad 0\le\mathrm{Tr}(1-\rho)^2=d-\mathrm{Tr}\rho .$$

Their sum gives $\mathrm{Tr}(H\rho)\ge-\frac12(\mathrm{Tr}H^2+d)$, so for $U\ge0$ the energy $E(\rho)$ has the same lower bound.

Now let $\rho_0,\rho_1,\dots$ be the iterates and $\delta_k=n_{\rho_{k+1}}-n_{\rho_k}$. Adding the energy drops of the first $K$ steps gives

$$\tfrac U2\sum_{k<K}\mathrm{Tr}\,\delta_k^2\le E(\rho_0)-E(\rho_K)\le E(\rho_0)+\tfrac12(\mathrm{Tr}H^2+d).$$

The right-hand side does not depend on $K$. A series of nonnegative terms with bounded partial sums converges, so $\mathrm{Tr}\,\delta_k^2\to0$.

## Negative U lets the electron hop forever

Take two orbitals, one electron, $Q=P$ the projector on the first orbital, $H=P/4$ and $U=-1$. With the electron in the first orbital, $F=\frac34P$, and the next step moves it to the second. There $F=-\frac14P$, which moves it back. The energy alternates between $\frac14$ and $0$, and the squared occupation change is always 1, so both conclusions fail if $U$ may have any sign.

Allowing $U=0$ already spoils the second one: for $H=0$ every determinant is a minimiser, and a run may hop between the orbitals at constant energy.

## Energy, effective Hamiltonian and occupation change in Lean

The finite type `ι` labels the orthonormal orbitals, and operators are complex matrices indexed by it.

```lean
import Mathlib

open Matrix Filter Topology

namespace DudarevSelfConsistency

noncomputable section

variable {ι : Type*} [Fintype ι] [DecidableEq ι]
```

The occupation matrix is kept as a matrix on the full orbital space, zero outside the shell.

```lean
/-- The occupation matrix `n = Q ρ Q` of the correlated subspace selected by `Q`. -/
def occ (Q ρ : Matrix ι ι ℂ) : Matrix ι ι ℂ := Q * ρ * Q
```

The energy is defined for any matrix, hence the real part `.re`; for Hermitian arguments the traces are real already. There is one correlated subspace. Several sites would need a sum of such penalties, one for each site.

```lean
/-- The Dudarev energy `Tr(H ρ) + (U/2) Tr(n - n²)`, taken as a real part. -/
def energy (H Q : Matrix ι ι ℂ) (U : ℝ) (ρ : Matrix ι ι ℂ) : ℝ :=
  (trace (H * ρ)).re + U / 2 * (trace (occ Q ρ - occ Q ρ * occ Q ρ)).re
```

The name `fock` denotes the effective Hamiltonian $F(\rho)$, not the Hartree–Fock operator: `H` does not respond to the density.

```lean
/-- The effective one-electron Hamiltonian `H + U Q (1/2 - n) Q`. -/
def fock (H Q : Matrix ι ι ℂ) (U : ℝ) (ρ : Matrix ι ι ℂ) : Matrix ι ι ℂ :=
  H + U • (Q * ((1 / 2 : ℝ) • (1 : Matrix ι ι ℂ) - occ Q ρ) * Q)
```

For Hermitian density matrices, `occChange` is the squared Frobenius distance between successive occupation matrices, without a square root.

```lean
/-- The squared change `Tr((n' - n)²)` of the occupation matrix, taken as a real part. -/
def occChange (Q ρ σ : Matrix ι ι ℂ) : ℝ :=
  (trace ((occ Q σ - occ Q ρ) * (occ Q σ - occ Q ρ))).re
```

## Determinants and a single cycle step

For an idempotent matrix the trace equals the rank, so `trace_eq` fixes the electron number.

```lean
/-- The density matrix of an `N`-electron determinant: a Hermitian idempotent of trace `N`. -/
structure IsSlater (N : ℕ) (ρ : Matrix ι ι ℂ) : Prop where
  herm : ρ.IsHermitian
  idem : ρ * ρ = ρ
  trace_eq : trace ρ = (N : ℂ)
```

A step from `ρ` to `σ` means that `σ` is some minimiser. If the highest occupied level is degenerate and only partly filled, there are several, and any of them is allowed; no gap is assumed.

```lean
/-- One self-consistency step: `σ` minimises the one-electron energy in the effective
Hamiltonian of `ρ` among all `N`-electron determinants. -/
def IsScfStep (H Q : Matrix ι ι ℂ) (U : ℝ) (N : ℕ) (ρ σ : Matrix ι ι ℂ) : Prop :=
  IsSlater N σ ∧ ∀ τ, IsSlater N τ →
    (trace (fock H Q U ρ * σ)).re ≤ (trace (fock H Q U ρ * τ)).re
```

## The expansion and the two bounds

The first lemma writes $\mathrm{Tr}(A^\dagger A)$ as a sum of squared moduli. Every positivity statement below comes from it.

```lean
variable {H Q : Matrix ι ι ℂ} {U : ℝ} {N : ℕ}

omit [DecidableEq ι] in
/-- The trace of `A† A` has nonnegative real part. -/
theorem gram_trace_nonneg (A : Matrix ι ι ℂ) : 0 ≤ (trace (Aᴴ * A)).re := by
  simp only [Matrix.trace, Matrix.diag_apply, Matrix.mul_apply, Matrix.conjTranspose_apply,
    Complex.re_sum]
  refine Finset.sum_nonneg fun i _ => Finset.sum_nonneg fun j _ => ?_
  simp only [Complex.star_def, Complex.mul_re, Complex.conj_re, Complex.conj_im]
  nlinarith [sq_nonneg (A j i).re, sq_nonneg (A j i).im]
```

In the expansion, `hcyc` is the cyclicity step, stated for an arbitrary matrix `X` in place of $\frac12-n_\rho$. After the products are multiplied out, `Matrix.trace_mul_comm` identifies the two cross terms and `ring` collects the rest. No Hermiticity is needed here.

```lean
/-- Exact expansion of the Dudarev energy about `ρ`: a linear term given by the effective
Hamiltonian, minus `U/2` times the squared change of the occupation matrix. -/
theorem energy_expansion (H Q : Matrix ι ι ℂ) (U : ℝ) (ρ σ : Matrix ι ι ℂ) :
    energy H Q U σ = energy H Q U ρ + (trace (fock H Q U ρ * (σ - ρ))).re
      - U / 2 * occChange Q ρ σ := by
  -- cyclicity moves the projectors onto the density matrices
  have hcyc : ∀ X : Matrix ι ι ℂ,
      trace (Q * X * Q * (σ - ρ)) = trace (X * (occ Q σ - occ Q ρ)) := by
    intro X
    calc trace (Q * X * Q * (σ - ρ)) = trace (Q * (X * Q * (σ - ρ))) := by
          simp only [Matrix.mul_assoc]
      _ = trace (X * Q * (σ - ρ) * Q) := Matrix.trace_mul_comm _ _
      _ = trace (X * (occ Q σ - occ Q ρ)) := by
          congr 1
          unfold occ
          noncomm_ring
  rw [fock, Matrix.add_mul, Matrix.smul_mul, Matrix.trace_add, Matrix.trace_smul, hcyc]
  simp only [energy, occChange, Matrix.mul_sub, Matrix.sub_mul, Matrix.smul_mul,
    Matrix.one_mul, Matrix.trace_sub, Matrix.trace_smul, Complex.add_re, Complex.sub_re,
    Complex.smul_re, smul_eq_mul]
  rw [Matrix.trace_mul_comm (occ Q σ) (occ Q ρ)]
  ring
```

The `calc` chain in `h3` is the Gram factorisation $n_\rho-n_\rho^2=A^\dagger A$, using $Q^2=Q$, $\rho^2=\rho$ and $(1-Q)^2=1-Q$.

```lean
/-- The Hubbard penalty `Tr(n - n²)` of a determinant is nonnegative when `Q` is a Hermitian
idempotent. -/
theorem penalty_nonneg {ρ : Matrix ι ι ℂ} (hQ : Q.IsHermitian) (hQ2 : Q * Q = Q)
    (hρ : IsSlater N ρ) : 0 ≤ (trace (occ Q ρ - occ Q ρ * occ Q ρ)).re := by
  have h1 : ((1 - Q) * ρ * Q)ᴴ = Q * ρ * (1 - Q) := by
    rw [conjTranspose_mul, conjTranspose_mul, conjTranspose_sub, conjTranspose_one,
      hQ.eq, hρ.herm.eq, Matrix.mul_assoc]
  have h2 : (1 - Q) * (1 - Q) = 1 - Q := by
    linear_combination (norm := noncomm_ring) hQ2
  -- n - n² is the Gram matrix of the block of ρ that leaves the correlated subspace
  have h3 : occ Q ρ - occ Q ρ * occ Q ρ = ((1 - Q) * ρ * Q)ᴴ * ((1 - Q) * ρ * Q) := by
    rw [h1]
    calc occ Q ρ - occ Q ρ * occ Q ρ = Q * ρ * Q - Q * ρ * (Q * Q) * ρ * Q := by
          simp only [occ, Matrix.mul_assoc]
      _ = Q * (ρ * ρ) * Q - Q * ρ * Q * ρ * Q := by rw [hQ2, hρ.idem]
      _ = Q * ρ * (1 - Q) * ρ * Q := by noncomm_ring
      _ = Q * ρ * ((1 - Q) * (1 - Q)) * ρ * Q := by rw [h2]
      _ = Q * ρ * (1 - Q) * ((1 - Q) * ρ * Q) := by simp only [Matrix.mul_assoc]
  rw [h3]
  exact gram_trace_nonneg _
```

The lower bound takes `gram_trace_nonneg` at `H + ρ` and at `1 - ρ`, expands both squares, and lets `linarith` add them to the penalty bound. `Fintype.card ι` is the number of orbitals $d$.

```lean
/-- For Hermitian `H`, a Hermitian idempotent `Q` and `U ≥ 0`, the Dudarev energy of every
determinant in `d` orbitals is at least `-(Tr H² + d)/2`. -/
theorem energy_lower_bound {ρ : Matrix ι ι ℂ} (hH : H.IsHermitian) (hQ : Q.IsHermitian)
    (hQ2 : Q * Q = Q) (hU : 0 ≤ U) (hρ : IsSlater N ρ) :
    -((trace (H * H)).re + Fintype.card ι) / 2 ≤ energy H Q U ρ := by
  -- positivity of Tr (H + ρ)² and Tr (1 - ρ)²
  have h1 := gram_trace_nonneg (H + ρ)
  have e1 : (H + ρ) * (H + ρ) = H * H + H * ρ + ρ * H + ρ := by
    rw [Matrix.add_mul, Matrix.mul_add, Matrix.mul_add, hρ.idem]
    abel
  rw [(hH.add hρ.herm).eq, e1, Matrix.trace_add, Matrix.trace_add, Matrix.trace_add,
    Matrix.trace_mul_comm ρ H] at h1
  have h2 := gram_trace_nonneg (1 - ρ)
  have e2 : (1 - ρ) * (1 - ρ) = 1 - ρ := by
    linear_combination (norm := noncomm_ring) hρ.idem
  rw [conjTranspose_sub, conjTranspose_one, hρ.herm.eq, e2, Matrix.trace_sub,
    Matrix.trace_one] at h2
  simp only [Complex.add_re, Complex.sub_re, Complex.natCast_re] at h1 h2
  have h3 := mul_nonneg (by positivity : (0 : ℝ) ≤ U / 2) (penalty_nonneg hQ hQ2 hρ)
  unfold energy
  linarith
```

The descent estimate uses the minimum property with the old determinant as competitor (`h.2 ρ hρ`) and inserts the result into the expansion.

```lean
/-- After a self-consistency step from a determinant, the Dudarev energy is at most its old value
minus `U/2` times the squared change of the occupation matrix. Here `U` may have either sign. -/
theorem scf_step_descent {ρ σ : Matrix ι ι ℂ} (hρ : IsSlater N ρ)
    (h : IsScfStep H Q U N ρ σ) :
    energy H Q U σ ≤ energy H Q U ρ - U / 2 * occChange Q ρ σ := by
  have h1 := h.2 ρ hρ
  rw [energy_expansion H Q U ρ σ, Matrix.mul_sub, Matrix.trace_sub, Complex.sub_re]
  linarith
```

## The whole run

The theorem takes a sequence `ρ` whose first member is a determinant and whose every step satisfies `IsScfStep`. `Antitone` says that the energy never increases along the sequence, and `Tendsto … atTop (𝓝 0)` says that the squared occupation change goes to zero. It does not claim that the occupation matrices themselves converge, or that the run finds the lowest energy.

The theorem applies to a cycle in which only the Hubbard potential is updated, with one correlated shell, a finite orthonormal basis and integer orbital occupations. In a full calculation the Hartree and exchange-correlation potentials inside $H$ also change at each iteration. The descent argument does not carry over to that case: the Hartree energy is convex in the density and adds a nonnegative second-order term to the expansion.

In the proof, `hS` records that every iterate is a determinant and `hpos` that every squared change is nonnegative. The induction `htel` is the telescoping sum, and `hb` combines it with the lower bound. `summable_of_sum_range_le` then gives a convergent series, whose terms tend to zero.

```lean
/-- Let `H` be Hermitian, `Q` a Hermitian idempotent and `U > 0`. Along a self-consistency run
started from a determinant the Dudarev energy never increases, and the squared change of the
occupation matrix from one step to the next tends to zero. -/
theorem scf_energy_antitone_and_change_tendsto_zero (hH : H.IsHermitian)
    (hQ : Q.IsHermitian) (hQ2 : Q * Q = Q) (hU : 0 < U) {ρ : ℕ → Matrix ι ι ℂ}
    (h0 : IsSlater N (ρ 0)) (hstep : ∀ k, IsScfStep H Q U N (ρ k) (ρ (k + 1))) :
    Antitone (fun k => energy H Q U (ρ k)) ∧
      Tendsto (fun k => occChange Q (ρ k) (ρ (k + 1))) atTop (𝓝 0) := by
  have hS : ∀ k, IsSlater N (ρ k) := fun k => by
    cases k with
    | zero => exact h0
    | succ k => exact (hstep k).1
  have hocc : ∀ k, (occ Q (ρ k))ᴴ = occ Q (ρ k) := fun k => by
    simp only [occ, conjTranspose_mul, hQ.eq, (hS k).herm.eq, Matrix.mul_assoc]
  have hpos : ∀ k, 0 ≤ occChange Q (ρ k) (ρ (k + 1)) := fun k => by
    have h := gram_trace_nonneg (occ Q (ρ (k + 1)) - occ Q (ρ k))
    rwa [conjTranspose_sub, hocc, hocc] at h
  -- telescope the energy gains
  have htel : ∀ K, U / 2 * ∑ k ∈ Finset.range K, occChange Q (ρ k) (ρ (k + 1)) ≤
      energy H Q U (ρ 0) - energy H Q U (ρ K) := fun K => by
    induction K with
    | zero => simp
    | succ K ih =>
      rw [Finset.sum_range_succ, mul_add]
      linarith [scf_step_descent (hS K) (hstep K)]
  have hb : ∀ K, ∑ k ∈ Finset.range K, occChange Q (ρ k) (ρ (k + 1)) ≤
      (2 * energy H Q U (ρ 0) + (trace (H * H)).re + Fintype.card ι) / U := fun K => by
    rw [le_div_iff₀ hU]
    linarith [htel K, energy_lower_bound hH hQ hQ2 hU.le (hS K)]
  refine ⟨antitone_nat_of_succ_le fun k => ?_,
    (summable_of_sum_range_le hpos hb).tendsto_atTop_zero⟩
  linarith [scf_step_descent (hS k) (hstep k), mul_nonneg hU.le (hpos k)]
```

## A two-orbital run that moves its electron

The example has one electron and a correlated first orbital. The matrix `orb` projects on that orbital and serves as $Q$, while $H$ is its negative.

```lean
/-- The projector on the first of two orbitals. -/
def orb : Matrix (Fin 2) (Fin 2) ℂ := !![1, 0; 0, 0]
```

The electron starts in the second orbital and sits in the first from then on.

```lean
/-- A run that starts in the second orbital and occupies the first from step one on. -/
def sampleRun : ℕ → Matrix (Fin 2) (Fin 2) ℂ
  | 0 => 1 - orb
  | _ + 1 => orb
```

With $U=1$ the effective Hamiltonian is $-\frac12$ times `orb` at the start and $-\frac32$ times `orb` afterwards; these are the two `hF` computations. In both cases the first orbital is the ground state. The lemma `hmin` shows this from $0\le\mathrm{Tr}(\tau-P)^2=2-2\,\mathrm{Tr}(P\tau)$, where $P$ is `orb` and $\tau$ is any one-electron determinant. The run thus meets all the assumptions of the theorem, and its first step lowers the energy from $0$ to $-1$.

```lean
/-- The matrix `H = -orb` is Hermitian and `Q = orb` is a Hermitian idempotent. With these and
`U = 1`, the run `sampleRun` starts from a one-electron determinant and each of its steps is a
self-consistency step. -/
theorem scf_witness : (-orb).IsHermitian ∧ orb.IsHermitian ∧ orb * orb = orb ∧
    IsSlater 1 (sampleRun 0) ∧
    ∀ k, IsScfStep (-orb) orb 1 1 (sampleRun k) (sampleRun (k + 1)) := by
  have hP : IsSlater 1 orb :=
    ⟨Matrix.IsHermitian.ext fun i j => by fin_cases i <;> fin_cases j <;> simp [orb],
      by ext i j; fin_cases i <;> fin_cases j <;> simp [orb, Matrix.mul_apply],
      by simp [orb, Matrix.trace_fin_two]⟩
  have h := hP.idem
  -- `orb` is a ground state of every nonpositive multiple of itself
  have hmin : ∀ c : ℝ, c ≤ 0 → ∀ τ, IsSlater 1 τ →
      (trace (c • orb * orb)).re ≤ (trace (c • orb * τ)).re := by
    intro c hc τ hτ
    have h1 := gram_trace_nonneg (τ - orb)
    have e : (τ - orb) * (τ - orb) = τ - τ * orb - orb * τ + orb := by
      rw [Matrix.sub_mul, Matrix.mul_sub, Matrix.mul_sub, hτ.idem, h]
      abel
    rw [conjTranspose_sub, hτ.herm.eq, hP.herm.eq, e, Matrix.trace_add, Matrix.trace_sub,
      Matrix.trace_sub, Matrix.trace_mul_comm τ orb, hτ.trace_eq, hP.trace_eq] at h1
    simp only [Complex.add_re, Complex.sub_re, Nat.cast_one, Complex.one_re] at h1
    simp only [Matrix.smul_mul, h, Matrix.trace_smul, hP.trace_eq, Complex.smul_re,
      smul_eq_mul, Nat.cast_one, Complex.one_re]
    nlinarith [mul_nonneg (neg_nonneg.mpr hc) h1]
  refine ⟨hP.herm.neg, hP.herm, h, ⟨Matrix.isHermitian_one.sub hP.herm, ?_, ?_⟩,
    fun k => ⟨hP, ?_⟩⟩
  · change (1 - orb) * (1 - orb) = 1 - orb
    linear_combination (norm := noncomm_ring) h
  · change trace (1 - orb) = _
    rw [Matrix.trace_sub, Matrix.trace_one, hP.trace_eq, Fintype.card_fin]
    norm_num
  · cases k with
    | zero =>
      have hF : fock (-orb) orb 1 (sampleRun 0) = (-1 / 2 : ℝ) • orb := by
        simp only [fock, occ, sampleRun, Matrix.mul_sub, Matrix.mul_smul, Matrix.smul_mul,
          Matrix.mul_one, h, sub_self, sub_zero, Matrix.zero_mul]
        module
      rw [hF]
      exact hmin _ (by norm_num)
    | succ k =>
      have hF : fock (-orb) orb 1 (sampleRun (k + 1)) = (-3 / 2 : ℝ) • orb := by
        simp only [fock, occ, sampleRun, Matrix.mul_sub, Matrix.sub_mul, Matrix.mul_smul,
          Matrix.smul_mul, Matrix.mul_one, h]
        module
      rw [hF]
      exact hmin _ (by norm_num)

end

end DudarevSelfConsistency
```

```lean
#print axioms DudarevSelfConsistency.scf_energy_antitone_and_change_tendsto_zero
```

```
'DudarevSelfConsistency.scf_energy_antitone_and_change_tendsto_zero' depends on axioms: [propext, Classical.choice, Quot.sound]
```
